# The Brinkman-Rice transition as the minimum of the half-filled Gutzwiller energy

In a half-filled Hubbard band, the uncorrelated paramagnetic state puts two electrons on a quarter of the sites, however strong the repulsion $U$. Its energy per site is $-e+U/4$, where $-e$ is the band energy per site, summed over both spins and measured from the site level. For $U>4e$ this is positive, and so worse than leaving one immobile electron on each site at zero energy. Letting the double occupancy $d$ adjust removes this defect, but setting the derivative of the Gutzwiller energy to zero gives a negative $d$ at strong repulsion. The minimum must be sought within $0\le d\le 1/2$.

There, for $e>0$ and $U_c=8e$, the minimiser is $d=(1-U/U_c)/4$ when $-U_c\le U\le U_c$, and $d=0$ when $U\ge U_c$. Within this one-parameter paramagnetic approximation, the result describes a Mott transition and supplies closed-form reference values for single-band Gutzwiller and Kotliar-Ruckenstein slave-boson mean-field calculations at zero temperature.

```lean
import Mathlib

open Filter Topology

namespace BrinkmanRice

noncomputable section
```

## Hopping against repulsion

Let $n$ be the density per spin, not the total density. A site is empty with probability $1-2n+d$, doubly occupied with probability $d$, and singly occupied by a given spin with probability $n-d$. The Gutzwiller approximation multiplies the band energy by

$$q(n,d)=\frac{\left(\sqrt{(n-d)(1-2n+d)}+\sqrt{d(n-d)}\right)^2}{n(1-n)}.$$

At each end of a hop, the opposite-spin orbital on the same site may be empty or filled. The two terms in the bracket are the corresponding amplitudes, up to normalisation, and the square accounts for the two ends.

```lean
/-- The Gutzwiller hopping reduction factor of a paramagnetic state with density `n` per spin
and double occupancy `d` per site, for `0 < n < 1` and `max 0 (2n - 1) ≤ d ≤ n`. -/
def hoppingFactor (n d : ℝ) : ℝ :=
  (√((n - d) * (1 - 2 * n + d)) + √(d * (n - d))) ^ 2 / (n * (1 - n))
```

This formula is taken as the definition. The step from a Gutzwiller wave function on a real lattice to this $q$ is an approximation in finite dimension, and it is assumed here. At half filling, $n=1/2$, the energy per site is $E(d)=-e\,q(1/2,d)+Ud$.

```lean
/-- The Gutzwiller energy per site at half filling: the band energy `-e` of the uncorrelated
state, reduced by the hopping factor, plus the repulsion `U` on doubly occupied sites. -/
def energy (e U d : ℝ) : ℝ := -e * hoppingFactor (1 / 2) d + U * d
```

The letter $e$ is a positive energy, not the electron charge; many texts write $|\bar\varepsilon|$ for it. It sets the critical interaction $U_c=8e$.

```lean
/-- The Brinkman-Rice critical interaction `8e`, where `-e` is the band energy per site of the
uncorrelated state. -/
def criticalU (e : ℝ) : ℝ := 8 * e
```

An optimal $d$ is admissible and has an energy no higher than that of any other admissible value. All quantities are real numbers, and `Set.Icc` is the closed interval.

```lean
/-- The double occupancy `d` lies in `[0, 1/2]` and minimises the Gutzwiller energy there. -/
def IsOptimal (e U d : ℝ) : Prop :=
  d ∈ Set.Icc (0 : ℝ) (1 / 2) ∧ ∀ x ∈ Set.Icc (0 : ℝ) (1 / 2), energy e U d ≤ energy e U x
```

## A parabola in the double occupancy

At half filling, empty and doubly occupied sites are equally likely, so both amplitudes equal $\sqrt{d(1/2-d)}$ and

$$q=\frac{4d(1/2-d)}{1/4}=8d(1-2d).$$

In the proof, `h` identifies the two radicands and `hs` squares the root, which requires $0\le d\le1/2$.

```lean
/-- At half filling the hopping factor is `8d(1 - 2d)` for every double occupancy `d` in
`[0, 1/2]`. -/
theorem hoppingFactor_half {d : ℝ} (h0 : 0 ≤ d) (h1 : d ≤ 1 / 2) :
    hoppingFactor (1 / 2) d = 8 * d * (1 - 2 * d) := by
  -- empty and doubly occupied sites are equally likely, so both amplitudes agree
  have h : (1 / 2 - d) * (1 - 2 * (1 / 2) + d) = d * (1 / 2 - d) := by ring
  have hs := Real.sq_sqrt (mul_nonneg h0 (sub_nonneg.2 h1))
  unfold hoppingFactor
  rw [h]
  linear_combination 16 * hs
```

With $u=U/U_c$, so that $U=8eu$, completing the square gives

$$E=16ed^2-8e(1-u)d=16e\left(d-\tfrac{1-u}{4}\right)^2-e(1-u)^2.$$

```lean
/-- For `e > 0` and `d` in `[0, 1/2]` the Gutzwiller energy is a parabola in `d` with its vertex
at `(1 - U/Uc)/4`. -/
theorem energy_eq_square {e U d : ℝ} (he : 0 < e) (h0 : 0 ≤ d) (h1 : d ≤ 1 / 2) :
    energy e U d = 16 * e * (d - (1 - U / criticalU e) / 4) ^ 2
      - e * (1 - U / criticalU e) ^ 2 := by
  rw [energy, hoppingFactor_half h0 h1, criticalU]
  -- measure the interaction in units of its critical value
  obtain ⟨u, hu⟩ : ∃ u, u = U / (8 * e) := ⟨_, rfl⟩
  have hU : U = 8 * e * u := by
    rw [hu]
    field_simp
  rw [← hu]
  linear_combination d * hU
```

## The metallic branch

For $-1\le u\le1$ the vertex $(1-u)/4$ lies in $[0,1/2]$. The square vanishes there and is nonnegative elsewhere, so the vertex is optimal, with energy $-e(1-u)^2$. Conversely, comparing any optimal $d$ with the vertex forces its square to be at most zero, hence $d=(1-u)/4$. The equivalence `↔` states both optimality and uniqueness.

```lean
/-- Brinkman-Rice, metallic side: for `e > 0` and `-Uc ≤ U ≤ Uc` the only optimal double
occupancy is `(1 - U/Uc)/4`, and its energy is `-e(1 - U/Uc)²`. -/
theorem brinkman_rice_metal {e U : ℝ} (he : 0 < e) (hl : -criticalU e ≤ U)
    (hU : U ≤ criticalU e) :
    (∀ d, IsOptimal e U d ↔ d = (1 - U / criticalU e) / 4) ∧
      energy e U ((1 - U / criticalU e) / 4) = -e * (1 - U / criticalU e) ^ 2 := by
  have hc : 0 < criticalU e := by
    unfold criticalU
    linarith
  have h1 : U / criticalU e ≤ 1 := (div_le_one hc).2 hU
  have h2 : -1 ≤ U / criticalU e := by
    rw [le_div_iff₀ hc]
    linarith
  -- the vertex of the parabola is an admissible double occupancy
  have hm : (1 - U / criticalU e) / 4 ∈ Set.Icc (0 : ℝ) (1 / 2) :=
    ⟨by linarith, by linarith⟩
  have hv : energy e U ((1 - U / criticalU e) / 4) = -e * (1 - U / criticalU e) ^ 2 := by
    rw [energy_eq_square he hm.1 hm.2]
    ring
  refine ⟨fun d => ⟨fun h => ?_, ?_⟩, hv⟩
  · -- any other minimiser would have a positive square to pay for
    have h3 := h.2 _ hm
    rw [hv, energy_eq_square he h.1.1 h.1.2] at h3
    have h4 : (d - (1 - U / criticalU e) / 4) ^ 2 ≤ 0 := by
      by_contra hn
      have h5 := mul_pos he (not_le.1 hn)
      nlinarith
    have h6 := (pow_eq_zero_iff two_ne_zero).1 (le_antisymm h4 (sq_nonneg _))
    linarith
  · rintro rfl
    refine ⟨hm, fun x hx => ?_⟩
    rw [hv, energy_eq_square he hx.1 hx.2]
    have h3 := mul_nonneg he.le (sq_nonneg (x - (1 - U / criticalU e) / 4))
    nlinarith
```

Some lower bound on $U$ is needed: for $e=1$ and $U=-16$ the formula gives $d=3/4$, which is not admissible.

## The insulating branch

For $U\ge U_c$, regroup the energy as

$$E=16ed^2+(U-U_c)d.$$

Both terms are nonnegative, and the first is positive unless $d=0$. The only minimiser is therefore $d=0$, with $E=0$. At $U=U_c$ the two branches agree.

```lean
/-- Brinkman-Rice, insulating side: for `e > 0` and `U ≥ Uc` the only optimal double occupancy
is zero, and its energy is zero. -/
theorem brinkman_rice_insulator {e U : ℝ} (he : 0 < e) (hU : criticalU e ≤ U) :
    (∀ d, IsOptimal e U d ↔ d = 0) ∧ energy e U 0 = 0 := by
  -- the energy is a sum of two nonnegative costs
  have hE : ∀ x ∈ Set.Icc (0 : ℝ) (1 / 2),
      energy e U x = 16 * (e * x ^ 2) + (U - criticalU e) * x := by
    intro x hx
    rw [energy, hoppingFactor_half hx.1 hx.2, criticalU]
    ring
  have hm : (0 : ℝ) ∈ Set.Icc (0 : ℝ) (1 / 2) := ⟨le_refl _, by norm_num⟩
  have hv : energy e U 0 = 0 := by
    rw [hE 0 hm]
    ring
  refine ⟨fun d => ⟨fun h => ?_, ?_⟩, hv⟩
  · have h3 := h.2 0 hm
    rw [hv, hE d h.1] at h3
    have h4 := mul_nonneg (sub_nonneg.2 hU) h.1.1
    by_contra hn
    have h5 : 0 < e * d ^ 2 := mul_pos he (pow_pos (lt_of_le_of_ne h.1.1 (Ne.symm hn)) 2)
    linarith
  · rintro rfl
    refine ⟨hm, fun x hx => ?_⟩
    rw [hv, hE x hx]
    have h4 := mul_nonneg (sub_nonneg.2 hU) hx.1
    have h5 := mul_nonneg he.le (sq_nonneg x)
    linarith
```

Requiring only $e\ge0$ would not be enough for uniqueness on either branch: with $e=U=0$ the energy vanishes for every $d$, and every admissible $d$ is optimal.

The zero energy reflects the approximation: the insulator it describes has no hopping at all, and so no superexchange.

## The vanishing hopping factor

Inserting the metallic optimum into $q=8d(1-2d)$ gives

$$q=2(1-u)\cdot\frac{1+u}{2}=1-u^2.$$

```lean
/-- For `e > 0` and `-Uc ≤ U ≤ Uc` the hopping factor at the optimal double occupancy is
`1 - (U/Uc)²`. -/
theorem hoppingFactor_optimal {e U d : ℝ} (he : 0 < e) (hl : -criticalU e ≤ U)
    (hU : U ≤ criticalU e) (hd : IsOptimal e U d) :
    hoppingFactor (1 / 2) d = 1 - (U / criticalU e) ^ 2 := by
  have h := ((brinkman_rice_metal he hl hU).1 d).1 hd
  rw [hoppingFactor_half hd.1.1 hd.1.2, h]
  ring
```

In the Gutzwiller picture of quasiparticles, $1/q$ is the mass enhancement. That reading is an interpretation; the theorem concerns the number $1/q$. As $U$ rises to $U_c$, $1-u^2$ tends to zero through positive values, so

$$\frac1q=\frac{1}{1-(U/U_c)^2}\to+\infty.$$

In Lean, `d` is now a function that picks an optimal double occupancy for each $0<U<U_c$, `𝓝[<]` denotes approach from below, and `atTop` means divergence to $+\infty$. The proof establishes the one-sided limit `hlim`, inverts it, and uses the previous theorem to replace $1-u^2$ by the hopping factor.

```lean
/-- For `e > 0`, if `d U` is the optimal double occupancy at each `0 < U < Uc`, the inverse
hopping factor (the Brinkman-Rice mass enhancement) diverges as `U` rises to `Uc`. -/
theorem mass_enhancement_diverges {e : ℝ} (he : 0 < e) (d : ℝ → ℝ)
    (hd : ∀ U, 0 < U → U < criticalU e → IsOptimal e U (d U)) :
    Tendsto (fun U => (hoppingFactor (1 / 2) (d U))⁻¹) (𝓝[<] (criticalU e)) atTop := by
  have hc : 0 < criticalU e := by
    unfold criticalU
    linarith
  -- the hopping factor tends to zero through positive values
  have hlim : Tendsto (fun U : ℝ => 1 - (U / criticalU e) ^ 2)
      (𝓝[<] (criticalU e)) (𝓝[>] 0) := by
    refine tendsto_nhdsWithin_iff.2 ⟨?_, ?_⟩
    · have hcont : Continuous (fun U : ℝ => 1 - (U / criticalU e) ^ 2) := by fun_prop
      have h := hcont.tendsto (criticalU e)
      have h0 : 1 - (criticalU e / criticalU e) ^ 2 = 0 := by
        rw [div_self hc.ne']
        norm_num
      simp only [h0] at h
      exact h.mono_left nhdsWithin_le_nhds
    · filter_upwards [Ioo_mem_nhdsLT hc] with U hU
      have h1 : U / criticalU e < 1 := (div_lt_one hc).2 hU.2
      have h2 : 0 < U / criticalU e := div_pos hU.1 hc
      show (0 : ℝ) < 1 - (U / criticalU e) ^ 2
      nlinarith
  refine (tendsto_inv_nhdsGT_zero.comp hlim).congr' ?_
  filter_upwards [Ioo_mem_nhdsLT hc] with U hU
  have h := hoppingFactor_optimal he (by linarith [hU.1]) hU.2.le (hd U hU.1 hU.2)
  simp only [Function.comp_apply]
  rw [h]

end

end BrinkmanRice
```

```lean
#print axioms BrinkmanRice.brinkman_rice_insulator
#print axioms BrinkmanRice.mass_enhancement_diverges
```

```
'BrinkmanRice.brinkman_rice_insulator' depends on axioms: [propext, Classical.choice, Quot.sound]
'BrinkmanRice.mass_enhancement_diverges' depends on axioms: [propext, Classical.choice, Quot.sound]
```
